# The image charge of a grounded sphere pulls an off-centre ion towards the wall

In units where a charge q has potential q/r at distance r, put a point ion of charge q at distance 1 from the centre of a grounded sphere of radius 2. The wall acts on it like an image charge −2q, on the same ray at distance 4. Ion and image are 3 apart, so the image potential at the ion is −2q/3 and the ion is pulled outward with force 2q²/9. At distance 3/2 from the centre the image potential is −8q/7. The energy of the ion, half its charge times the image potential, falls from −q²/3 to −4q²/7 on the way, whatever the sign of q. The ion lowers its energy by moving towards the wall.

A Poisson solver for an isolated system meets this problem when it sets the potential to zero on a sphere of finite radius. In free space a lone ion feels no force and its energy doesn't depend on where it sits. The zero boundary value changes both.

## The image and its energy

Let the ion sit at a, with s = ‖a‖ and 0 < s < R, in the same units as above. The image charge −qR/s at the point (R²/s²) a stands for the charge induced on the grounded wall. Its potential at x is

φ(x) = −(qR/s) / ‖x − (R²/s²) a‖.

That this potential, added to the ion's own, gives zero on the sphere is the classical image construction. It is taken as input here, and it is the step that connects the definitions below to a grounded boundary.

```lean
import Mathlib

open Filter Topology

namespace GroundedSphereIon

noncomputable section
```

Positions are vectors in three-dimensional Euclidean space.

```lean
/-- Three-dimensional Euclidean space. -/
abbrev Space := EuclideanSpace ℝ (Fin 3)
```

In `imagePotential R q a x`, the argument `a` fixes the image and `x` is the point where its potential is evaluated.

```lean
/-- The Coulomb potential at `x` of the image charge `-q R / ‖a‖` placed at `(R² / ‖a‖²) a`,
for an ion of charge `q` at `a`. Its domain is `a ≠ 0` and `x` different from the image point. -/
def imagePotential (R q : ℝ) (a x : Space) : ℝ :=
  -(q * R / ‖a‖) / ‖x - (R ^ 2 / ‖a‖ ^ 2) • a‖
```

The wall energy is

W(a) = q φ(a) / 2.

The factor one half reflects that the image is induced by the ion; the gradients below show that it gives the right force. At the centre the image recedes to infinity, and Lean's division by zero would return W = 0 instead of the limit −q²/(2R). The results at a given position therefore assume `0 < ‖a‖`.

```lean
/-- The wall energy of an ion: half its charge times the potential of its own image at the ion.
Its domain is `a ≠ 0` and `‖a‖ ≠ R`. -/
def wallEnergy (R q : ℝ) (a : Space) : ℝ :=
  q * imagePotential R q a a / 2
```

## Distance and potential at the ion

The vector from the image to the ion is

a − (R²/s²) a = −((R² − s²)/s²) a.

```lean
/-- The vector from the image point to an ion at `a ≠ 0` is a multiple of `a`. -/
theorem ion_sub_image {R : ℝ} {a : Space} (h0 : 0 < ‖a‖) :
    a - (R ^ 2 / ‖a‖ ^ 2) • a = (-((R ^ 2 - ‖a‖ ^ 2) / ‖a‖ ^ 2)) • a := by
  have h : -((R ^ 2 - ‖a‖ ^ 2) / ‖a‖ ^ 2) = 1 - R ^ 2 / ‖a‖ ^ 2 := by
    rw [sub_div, div_self (pow_ne_zero 2 h0.ne')]
    ring
  rw [h, sub_smul, one_smul]
```

Inside the sphere R² − s² is positive. Taking norms multiplies (R² − s²)/s² by s, so the distance is

D = (R² − s²)/s.

```lean
/-- An off-centre ion inside the sphere is at distance `(R² - s²) / s` from its image,
where `s = ‖a‖`. -/
theorem ion_image_distance {R : ℝ} {a : Space} (h0 : 0 < ‖a‖) (hR : ‖a‖ < R) :
    ‖a - (R ^ 2 / ‖a‖ ^ 2) • a‖ = (R ^ 2 - ‖a‖ ^ 2) / ‖a‖ := by
  have hd : 0 < R ^ 2 - ‖a‖ ^ 2 := by nlinarith
  rw [ion_sub_image h0, norm_smul, Real.norm_eq_abs, abs_neg,
    abs_of_pos (div_pos hd (pow_pos h0 2))]
  field_simp
```

Dividing the image charge by this distance cancels s:

φ(a) = −(qR/s) / D = −qR/(R² − s²).

```lean
/-- At an off-centre ion inside the sphere, the potential of its image is
`-q R / (R² - s²)`, where `s = ‖a‖`. -/
theorem imagePotential_at_ion {R : ℝ} (q : ℝ) {a : Space} (h0 : 0 < ‖a‖) (hR : ‖a‖ < R) :
    imagePotential R q a a = -(q * R / (R ^ 2 - ‖a‖ ^ 2)) := by
  have hd : R ^ 2 - ‖a‖ ^ 2 ≠ 0 := by nlinarith
  have hs := h0.ne'
  rw [imagePotential, ion_image_distance h0 hR]
  field_simp
```

## A constant shift and an error that depends on position

Writing R² = (R² − s²) + s² gives

R/(R² − s²) = 1/R + s²/(R(R² − s²)),

and multiplication by −q²/2 yields

W(a) = −q²/(2R) − q²s²/(2R(R² − s²)).

The first term shifts the energy by the same amount everywhere. The second varies with position and produces the false force. In a real-space electronic-structure calculation that includes the ionic charge in a Poisson equation with this boundary condition, it makes the energy of a single point ion depend on its placement in the sphere; with several charges, each also interacts with the images of the others, which this one-ion model leaves out.

```lean
/-- For an off-centre ion inside the sphere, the wall energy is the constant `-q² / (2R)`
plus the position-dependent part `-q² s² / (2R (R² - s²))`, where `s = ‖a‖`. -/
theorem wallEnergy_split {R : ℝ} (q : ℝ) {a : Space} (h0 : 0 < ‖a‖) (hR : ‖a‖ < R) :
    wallEnergy R q a =
      -(q ^ 2 / (2 * R)) - q ^ 2 * ‖a‖ ^ 2 / (2 * R * (R ^ 2 - ‖a‖ ^ 2)) := by
  have hd : R ^ 2 - ‖a‖ ^ 2 ≠ 0 := by nlinarith
  have hR0 : R ≠ 0 := (h0.trans hR).ne'
  rw [wallEnergy, imagePotential_at_ion q h0 hR]
  field_simp
  ring
```

Now compare positions a and a′ with 0 < ‖a‖ < ‖a′‖ < R. They need not lie on the same ray. The denominators satisfy

0 < R² − ‖a′‖² < R² − ‖a‖²,

so for q ≠ 0 the positive quantity q²R/(R² − ‖a′‖²) is the larger one. With the factor −1/2 the order reverses, and W(a′) < W(a). In the proof, `key` is the comparison of the two fractions. The sign of q plays no part.

```lean
/-- Of two off-centre positions inside the sphere, a charged ion has strictly lower wall energy
at the one farther from the centre. -/
theorem wallEnergy_strictly_decreases {R q : ℝ} (hq : q ≠ 0) {a a' : Space}
    (h0 : 0 < ‖a‖) (h : ‖a‖ < ‖a'‖) (hR : ‖a'‖ < R) :
    wallEnergy R q a' < wallEnergy R q a := by
  have hR0 : 0 < R := h0.trans (h.trans hR)
  have hd' : 0 < R ^ 2 - ‖a'‖ ^ 2 := by nlinarith
  have hlt : R ^ 2 - ‖a'‖ ^ 2 < R ^ 2 - ‖a‖ ^ 2 := by nlinarith
  have hc : 0 < q ^ 2 * R := by positivity
  -- a smaller denominator means a deeper energy
  have key := div_lt_div_of_pos_left hc hd' hlt
  rw [wallEnergy, wallEnergy, imagePotential_at_ion q (h0.trans h) hR,
    imagePotential_at_ion q h0 (h.trans hR)]
  have e : ∀ d : ℝ, q * -(q * R / d) / 2 = -(q ^ 2 * R / d) / 2 := fun d => by ring
  rw [e, e]
  linarith
```

## The force, with the image fixed and with the image following

Both gradients rest on one chain rule. For a fixed point b and a small displacement v,

‖x + v − b‖² = ‖x − b‖² + 2(x − b)·v + ‖v‖².

A function g of the squared distance therefore has gradient

∇g(‖x − b‖²) = 2g′(‖x − b‖²)(x − b).

In Lean, `HasGradientAt f v x` says that f is differentiable at x with gradient v. The proof composes the two derivatives and then identifies the resulting linear map with the inner product against this vector. The name `g'` denotes the value of the derivative at the relevant squared distance.

```lean
/-- Chain rule for a function of the squared distance to a fixed point `b`: if `g` has
derivative `g'` at `‖x - b‖²`, the gradient at `x` is `2 g' (x - b)`. -/
theorem hasGradientAt_sq_dist {g : ℝ → ℝ} {g' : ℝ} {b x : Space}
    (hg : HasDerivAt g g' (‖x - b‖ ^ 2)) :
    HasGradientAt (fun y : Space => g (‖y - b‖ ^ 2)) ((2 * g') • (x - b)) x := by
  have h1 : HasFDerivAt (fun y : Space => ‖y - b‖ ^ 2)
      (2 • (innerSL ℝ (x - b)).comp (ContinuousLinearMap.id ℝ Space)) x :=
    ((hasFDerivAt_id x).sub_const b).norm_sq
  have h2 : HasFDerivAt (fun y : Space => g (‖y - b‖ ^ 2))
      (g' • (2 • (innerSL ℝ (x - b)).comp (ContinuousLinearMap.id ℝ Space))) x :=
    hg.comp_hasFDerivAt x h1
  rw [hasGradientAt_iff_hasFDerivAt]
  refine h2.congr_fderiv (ContinuousLinearMap.ext fun v => ?_)
  change g' * ((2 : ℕ) • inner ℝ (x - b) v) = inner ℝ ((2 * g') • (x - b)) v
  rw [real_inner_smul_left, nsmul_eq_mul]
  push_cast
  ring
```

First hold the image fixed at b = (R²/s²) a and take

g(t) = −(qR/s)/√t, with g′(D²) = qR/(2sD³).

Inserting the vector from image to ion gives

∇φ(a) = (qR/(sD³)) · (−(R² − s²)/s²) a = −qR/(R² − s²)² a.

The electrostatic force on the ion is −q∇φ(a), that is

F = q²R/(R² − s²)² a.

It points along a, towards the wall. The Lean proof follows the same steps: `hg` differentiates g at D², and `e` simplifies the coefficient.

```lean
/-- With the image held fixed, the gradient of its potential at an off-centre ion inside the
sphere is `-q R / (R² - s²)²` times the position vector `a`, where `s = ‖a‖`. -/
theorem imagePotential_gradient {R : ℝ} (q : ℝ) {a : Space} (h0 : 0 < ‖a‖) (hR : ‖a‖ < R) :
    HasGradientAt (imagePotential R q a) (-(q * R / (R ^ 2 - ‖a‖ ^ 2) ^ 2) • a) a := by
  have hd : 0 < R ^ 2 - ‖a‖ ^ 2 := by nlinarith
  have hd0 := hd.ne'
  have hs := h0.ne'
  have hD : 0 < (R ^ 2 - ‖a‖ ^ 2) / ‖a‖ := div_pos hd h0
  -- the Coulomb potential as a function of the squared distance
  have hg : HasDerivAt (fun t : ℝ => -(q * R / ‖a‖) / √t)
      (q * R / ‖a‖ / (2 * ((R ^ 2 - ‖a‖ ^ 2) / ‖a‖) ^ 3))
      (‖a - (R ^ 2 / ‖a‖ ^ 2) • a‖ ^ 2) := by
    rw [ion_image_distance h0 hR]
    generalize (R ^ 2 - ‖a‖ ^ 2) / ‖a‖ = D at hD
    have hD0 := hD.ne'
    have hq := (hasDerivAt_const (D ^ 2) (-(q * R / ‖a‖))).fun_div
      (Real.hasDerivAt_sqrt (pow_ne_zero 2 hD0)) (by rw [Real.sqrt_sq hD.le]; exact hD0)
    refine hq.congr_deriv ?_
    rw [Real.sqrt_sq hD.le]
    field_simp
    ring
  have h := hasGradientAt_sq_dist hg
  simp only [Real.sqrt_sq (norm_nonneg _)] at h
  rw [ion_sub_image h0, smul_smul] at h
  have e : 2 * (q * R / ‖a‖ / (2 * ((R ^ 2 - ‖a‖ ^ 2) / ‖a‖) ^ 3)) *
      -((R ^ 2 - ‖a‖ ^ 2) / ‖a‖ ^ 2) = -(q * R / (R ^ 2 - ‖a‖ ^ 2) ^ 2) := by
    field_simp
  rw [e] at h
  exact h
```

When the ion moves, its image moves too, and the image charge changes whenever the distance s changes. The wall energy includes both effects. As a function of t = ‖y‖² for an ion at y, it is

h(t) = −q²R/(2(R² − t)), with h′(t) = −q²R/(2(R² − t)²).

The chain rule with b = 0 gives

∇W(a) = 2h′(s²) a = −q²R/(R² − s²)² a = q∇φ(a).

So −∇W(a) equals the force from the fixed image. Without the factor one half in W it would be twice as large. Since the closed form holds for 0 < ‖y‖ < R, the proof uses `hev` to show that all positions near a satisfy these bounds, and then transfers the derivative to `wallEnergy`.

```lean
/-- When the image follows the ion, the gradient of the wall energy at an off-centre position
inside the sphere is `q` times the gradient of the potential of the fixed image. -/
theorem wallEnergy_gradient {R : ℝ} (q : ℝ) {a : Space} (h0 : 0 < ‖a‖) (hR : ‖a‖ < R) :
    HasGradientAt (wallEnergy R q) (q • (-(q * R / (R ^ 2 - ‖a‖ ^ 2) ^ 2) • a)) a := by
  have hd0 : R ^ 2 - ‖a‖ ^ 2 ≠ 0 := by nlinarith
  have hg : HasDerivAt (fun t : ℝ => q * -(q * R / (R ^ 2 - t)) / 2)
      (-(q ^ 2 * R / (2 * (R ^ 2 - ‖a‖ ^ 2) ^ 2))) (‖a - 0‖ ^ 2) := by
    rw [sub_zero]
    have h := ((((hasDerivAt_const (‖a‖ ^ 2) (q * R)).fun_div
      ((hasDerivAt_id' (‖a‖ ^ 2)).const_sub (R ^ 2)) hd0).fun_neg).const_mul q).div_const 2
    refine h.congr_deriv ?_
    field_simp
    ring
  have h := hasGradientAt_sq_dist hg
  simp only [sub_zero] at h
  have e : q • (-(q * R / (R ^ 2 - ‖a‖ ^ 2) ^ 2) • a) =
      (2 * -(q ^ 2 * R / (2 * (R ^ 2 - ‖a‖ ^ 2) ^ 2))) • a := by
    rw [smul_smul]
    congr 1
    field_simp
  rw [e, hasGradientAt_iff_hasFDerivAt]
  rw [hasGradientAt_iff_hasFDerivAt] at h
  -- the closed form of the energy holds in a neighbourhood of the ion
  refine h.congr_of_eventuallyEq ?_
  have hev : ∀ᶠ y : Space in 𝓝 a, ‖y‖ ∈ Set.Ioo 0 R :=
    continuous_norm.continuousAt.preimage_mem_nhds (Ioo_mem_nhds h0 hR)
  filter_upwards [hev] with y hy
  rw [wallEnergy, imagePotential_at_ion q hy.1 hy.2]
```

## The energy near the wall

Let u be a unit vector and move the ion along the ray s u. Then

W(s u) = −(q²R/2) · 1/(R² − s²).

As s approaches R from below, R² − s² tends to zero through positive values. For q ≠ 0 the energy therefore tends to minus infinity. In the statement, `𝓝[<] R` is the approach from below and `atBot` is the limit minus infinity. The proof establishes the limit of R² − s² in `h1`, inverts it, and multiplies by the negative constant.

This divergence belongs to a point charge and the continuous Poisson equation; a smeared charge or a finite grid changes the behaviour close to the wall.

```lean
/-- Along any ray from the centre, the wall energy of a charged ion tends to minus infinity as
the ion approaches the sphere from inside. -/
theorem wallEnergy_diverges {R q : ℝ} (hR : 0 < R) (hq : q ≠ 0) {u : Space} (hu : ‖u‖ = 1) :
    Tendsto (fun s : ℝ => wallEnergy R q (s • u)) (𝓝[<] R) atBot := by
  have hin : Set.Ioo 0 R ∈ 𝓝[<] R := Ioo_mem_nhdsLT hR
  have h1 : Tendsto (fun s : ℝ => R ^ 2 - s ^ 2) (𝓝[<] R) (𝓝[>] 0) := by
    refine tendsto_nhdsWithin_iff.2 ⟨?_, ?_⟩
    · have hc : Continuous fun s : ℝ => R ^ 2 - s ^ 2 := by fun_prop
      have ht := hc.tendsto R
      rw [sub_self] at ht
      exact ht.mono_left nhdsWithin_le_nhds
    · filter_upwards [hin] with s hs
      have h1 := hs.1
      have h2 := hs.2
      change 0 < R ^ 2 - s ^ 2
      nlinarith
  have hc : -(q ^ 2 * R / 2) < 0 := neg_neg_of_pos (by positivity)
  have h2 := (tendsto_inv_nhdsGT_zero.comp h1).const_mul_atTop_of_neg hc
  refine h2.congr' ?_
  filter_upwards [hin] with s hs
  have hn : ‖s • u‖ = s := by
    rw [norm_smul, hu, mul_one, Real.norm_eq_abs, abs_of_pos hs.1]
  rw [wallEnergy, imagePotential_at_ion q (by rw [hn]; exact hs.1) (by rw [hn]; exact hs.2), hn]
  simp only [Function.comp_apply]
  ring

end

end GroundedSphereIon
```

```lean
#print axioms GroundedSphereIon.imagePotential_at_ion
-- 'GroundedSphereIon.imagePotential_at_ion' depends on axioms: [propext, Classical.choice, Quot.sound]
#print axioms GroundedSphereIon.imagePotential_gradient
-- 'GroundedSphereIon.imagePotential_gradient' depends on axioms: [propext, Classical.choice, Quot.sound]
#print axioms GroundedSphereIon.wallEnergy_gradient
-- 'GroundedSphereIon.wallEnergy_gradient' depends on axioms: [propext, Classical.choice, Quot.sound]
#print axioms GroundedSphereIon.wallEnergy_diverges
-- 'GroundedSphereIon.wallEnergy_diverges' depends on axioms: [propext, Classical.choice, Quot.sound]
```
